# The excess particle number in a sharp window around a domain wall of a periodic density wave

A density wave on a chain is given by integer occupations `r j` that repeat after `L` sites, and its excess over the filling `ν` sums to zero over the sites `0, ..., L - 1`. A domain wall is made by removing `s` sites at the origin and closing the gap, with no Hamiltonian and no relaxation of the occupations. Writing A(k) for the excess of the undistorted wave summed over the sites `0, ..., k - 1`, `windowExcess_wall` states that for `m ≤ L` the excess in the window `|j| ≤ m` around the wall is A(m + s + 1) − A(s) − A(L − m). The attempt splits the window at the origin, writes the right part as a difference of two accumulated sums, and treats the left part by induction on `m`, using the period to move its sites to the positive half-line.

Lean 4 with Mathlib refuses this proof:

```lean
import Mathlib

open Finset

namespace DensityWaveDomainWall

noncomputable section

/-- Occupation of a density wave `r` from which `s` sites have been removed at the origin. -/
def wall (r : ℤ → ℤ) (s : ℕ) (j : ℤ) : ℤ := if j < 0 then r j else r (j + s)

/-- Excess particle number over the filling `ν` in the sharp window `|j| ≤ m`. -/
def windowExcess (n : ℤ → ℤ) (ν : ℚ) (m : ℕ) : ℚ :=
  ∑ j ∈ Icc (-(m : ℤ)) (m : ℤ), ((n j : ℚ) - ν)

/-- Excess over the filling `ν` accumulated on the sites `0, ..., k - 1`. -/
def accumulated (r : ℤ → ℤ) (ν : ℚ) (k : ℕ) : ℚ :=
  ∑ i ∈ range k, ((r (i : ℤ) : ℚ) - ν)

/-- A sum over a symmetric window splits into the sites left of the origin and the rest. -/
theorem window_split (g : ℤ → ℚ) (m : ℕ) :
    ∑ j ∈ Icc (-(m : ℤ)) (m : ℤ), g j =
      ∑ i ∈ range m, g (-((i : ℤ) + 1)) + ∑ i ∈ range (m + 1), g (i : ℤ) := by
  induction m with
  | zero => simp
  | succ m ih =>
    have h : Icc (-((m + 1 : ℕ) : ℤ)) ((m + 1 : ℕ) : ℤ) =
        insert (-((m : ℤ) + 1)) (insert ((m : ℤ) + 1) (Icc (-(m : ℤ)) (m : ℤ))) := by
      ext j
      simp only [mem_insert, mem_Icc]
      omega
    rw [h, sum_insert (by simp only [mem_insert, mem_Icc]; omega),
      sum_insert (by simp only [mem_Icc]; omega), ih,
      sum_range_succ (fun i : ℕ => g (-((i : ℤ) + 1))) m,
      sum_range_succ (fun i : ℕ => g (i : ℤ)) (m + 1)]
    push_cast
    ring

/-- Excess in a sharp window `|j| ≤ m`, with `m ≤ L`, around the wall, in terms of the accumulated
excess of the undistorted wave, when `L` sites form a repeat unit without net excess. -/
theorem windowExcess_wall {r : ℤ → ℤ} {ν : ℚ} {L : ℕ} (hL : ∀ j, r (j + L) = r j)
    (h0 : accumulated r ν L = 0) (s m : ℕ) (hm : m ≤ L) :
    windowExcess (wall r s) ν m =
      accumulated r ν (m + (s + 1)) - accumulated r ν s - accumulated r ν (L - m) := by
  -- sites to the right of the wall
  have right : ∑ i ∈ range (m + 1), ((wall r s (i : ℤ) : ℚ) - ν) =
      accumulated r ν (m + (s + 1)) - accumulated r ν s := by
    rw [show m + (s + 1) = s + (m + 1) by omega]
    unfold accumulated
    rw [sum_range_add, add_sub_cancel_left]
    refine sum_congr rfl fun i _ => ?_
    have w : wall r s (i : ℤ) = r ((i : ℤ) + s) := by
      unfold wall
      exact if_neg (by omega)
    have e : ((s + i : ℕ) : ℤ) = (i : ℤ) + s := by
      push_cast
      ring
    rw [w, e]
  -- sites to the left, moved by `L` to the positive half-line
  have left : ∀ m : ℕ, m ≤ L → ∑ i ∈ range m, ((wall r s (-((i : ℤ) + 1)) : ℚ) - ν) =
      -accumulated r ν (L - m) := by
    intro m
    induction m with
    | zero => intro _; simp [h0]
    | succ m ih =>
      intro hm
      have w : wall r s (-((m : ℤ) + 1)) = r (((L - (m + 1) : ℕ) : ℤ)) := by
        have e : ((L - (m + 1) : ℕ) : ℤ) = -((m : ℤ) + 1) + L := by omega
        rw [e, hL]
        unfold wall
        exact if_pos (by omega)
      have step : accumulated r ν (L - m) = accumulated r ν (L - (m + 1)) +
          ((r (((L - (m + 1) : ℕ) : ℤ)) : ℚ) - ν) := by
        have e : L - m = (L - (m + 1)) + 1 := by omega
        rw [e]
        exact sum_range_succ _ _
      rw [sum_range_succ, ih (by omega), w, step]
      ring
  calc windowExcess (wall r s) ν m
      = ∑ i ∈ range m, ((wall r s (-((i : ℤ) + 1)) : ℚ) - ν) +
        ∑ i ∈ range (m + 1), ((wall r s (i : ℤ) : ℚ) - ν) :=
        window_split (fun j => (wall r s j : ℚ) - ν) m
    _ = _ := by rw [left m hm, right]; ring

end

end DensityWaveDomainWall
```

Compiling this gives:

```
Main.lean:50:23: error: Tactic `rewrite` failed: Did not find an occurrence of the pattern
  ?a + ?b - ?a
in the target expression
  ∑ x ∈ range m, (↑(wall r s ↑x) - ν) + ∑ x ∈ range 1, (↑(wall r s ↑(m + x)) - ν) =
    ∑ i ∈ range (s + (m + 1)), (↑(r ↑i) - ν) - ∑ i ∈ range s, (↑(r ↑i) - ν)

r : ℤ → ℤ
ν : ℚ
L : ℕ
hL : ∀ (j : ℤ), r (j + ↑L) = r j
h0 : accumulated r ν L = 0
s m : ℕ
hm : m ≤ L
⊢ ∑ x ∈ range m, (↑(wall r s ↑x) - ν) + ∑ x ∈ range 1, (↑(wall r s ↑(m + x)) - ν) =
    ∑ i ∈ range (s + (m + 1)), (↑(r ↑i) - ν) - ∑ i ∈ range s, (↑(r ↑i) - ν)
```

The error arises in the step `right`, for the sites from the origin onwards. There `sum_range_add` was meant to split the sum over `range (s + (m + 1))` on the right-hand side of the equation. Given without arguments, it fits any sum over a range whose length is an addition, and `rw` settled on the sum over `range (m + 1)` on the left-hand side. The goal in the message shows the result: that sum has been broken into `range m` and `range 1`, while the sum over `range (s + (m + 1))` is still whole. The next rewrite, `add_sub_cancel_left`, needs an expression of the form `a + b - a`, and there is none.

The repair writes `sum_range_add _ s (m + 1)`, which fixes the two lengths and leaves only the summand to be inferred. The lemma now fits only the intended sum and splits it into a sum over `range s` plus a sum over `range (m + 1)`. The sum over `range s` is then subtracted again, so `add_sub_cancel_left` applies and leaves a sum over `range (m + 1)` on each side, as `sum_congr` requires.

The change, after which it compiles:

```diff
@@ -48,5 +48,5 @@
     rw [show m + (s + 1) = s + (m + 1) by omega]
     unfold accumulated
-    rw [sum_range_add, add_sub_cancel_left]
+    rw [sum_range_add _ s (m + 1), add_sub_cancel_left]
     refine sum_congr rfl fun i _ => ?_
     have w : wall r s (i : ℤ) = r ((i : ℤ) + s) := by
```
